# A compact triangular projector whose grid overlap with a nonzero constant orbital depends on the atom's position

Q: In a plane-wave code, a real-space projector overlap is a sum over grid points near the atom. What stands for that sum here, and what is it compared with?

A: Two functions of the atom position $\tau$. For a projector $b$ and an orbital $\psi$, both real functions on the line, the sampled overlap sums over the integers $j$, and the exact overlap integrates over the line:

$$S(\tau)=\sum_{j\in\mathbb Z} b(j-\tau)\,\psi(j),\qquad I(\tau)=\int_{-\infty}^{\infty} b(x-\tau)\,\psi(x)\,dx .$$

The choice is that the grid stays fixed while the atom carries its projector across it. Lengths are in units of the grid spacing, so each point has weight 1.

```lean
import Mathlib

open MeasureTheory

namespace ProjectorSampling

noncomputable section
```

Q: And the projector?

A: A triangle of height $3/2$ that reaches zero at distance $3/2$ from the atom, $b(x)=\max(0,\,3/2-|x|)$. In the file it is `hat`.

```lean
/-- The compact projector `b(x) = max(0, 3/2 - |x|)`. -/
def hat (x : ℝ) : ℝ := max 0 (3 / 2 - |x|)
```

The sampled overlap $S$ is `gridOverlap`. Its sum `∑'` runs over all integers, but for `hat` only a few terms are nonzero.

```lean
/-- Overlap of the projector `b`, centred on an atom at `τ`, with the orbital `ψ`,
sampled on the grid of integers. -/
def gridOverlap (b ψ : ℝ → ℝ) (τ : ℝ) : ℝ := ∑' j : ℤ, b ((j : ℝ) - τ) * ψ j
```

The exact overlap $I$ is `exactOverlap`, with the same arguments in the same order.

```lean
/-- Overlap of the projector `b`, centred on an atom at `τ`, with the orbital `ψ`,
integrated over the whole line. -/
def exactOverlap (b ψ : ℝ → ℝ) (τ : ℝ) : ℝ := ∫ x, b (x - τ) * ψ x
```

Q: The theorems then put in a constant orbital. A constant on an infinite line can't be normalised.

A: True, and the number $c$ is only an amplitude. It stands for the zero-wavevector plane wave; in a periodic cell of length $L$ the normalised value would be $c=L^{-1/2}$. Both overlaps are linear in $c$, so their ratio doesn't depend on it when $c\neq0$. The constant orbital also makes the test a clean one: the orbital looks the same from every atom position, so any variation of $S$ with $\tau$ comes from the sampling.

Q: Show me the variation by hand, then.

A: First, the projector vanishes at distance $3/2$ or more, because there $3/2-|x|\le 0$ and the maximum is 0.

```lean
/-- The projector vanishes at distances of at least `3/2` from its centre. -/
theorem hat_eq_zero {x : ℝ} (h : 3 / 2 ≤ |x|) : hat x = 0 := by
  unfold hat
  exact max_eq_left (by linarith)
```

Second, moving the atom by $n$ whole grid steps changes nothing. Replacing $j$ by $j+n$ in the sum gives

$$S(\tau+n)=c\sum_j b(j-\tau-n)=c\sum_j b(j-\tau)=S(\tau).$$

The Lean proof makes the same relabelling with `Equiv.addRight n`. It holds for any $b$, as long as the orbital is constant.

```lean
/-- For a constant orbital, moving the atom by a whole number of grid steps leaves the
sampled overlap unchanged. -/
theorem gridOverlap_add_int (b : ℝ → ℝ) (c τ : ℝ) (n : ℤ) :
    gridOverlap b (fun _ => c) (τ + n) = gridOverlap b (fun _ => c) τ := by
  have h := (Equiv.addRight n).tsum_eq (fun j : ℤ => b ((j : ℝ) - (τ + n)) * c)
  refine h.symm.trans (tsum_congr fun j => ?_)
  have e : (((j + n : ℤ) : ℝ)) - (τ + n) = (j : ℝ) - τ := by push_cast; ring
  change b (((j + n : ℤ) : ℝ) - (τ + n)) * c = b ((j : ℝ) - τ) * c
  rw [e]
```

So it is enough to take $0\le\tau\le1$. Grid points with $j\le-2$ or $j\ge3$ are at least 2 away from the atom and contribute nothing. The other four contribute as follows:

| $j$ | distance | $b(j-\tau)$ |
|---|---|---|
| $-1$ | $1+\tau$ | $\max(0,\,1/2-\tau)$ |
| $0$ | $\tau$ | $3/2-\tau$ |
| $1$ | $1-\tau$ | $1/2+\tau$ |
| $2$ | $2-\tau$ | $\max(0,\,\tau-1/2)$ |

The two middle rows add up to 2. Of the outer two, at most one is nonzero, and together they give $|\tau-1/2|$. Hence

$$S(\tau)=c\left(2+|\tau-\tfrac12|\right),\qquad 0\le\tau\le1,$$

which is $c(5/2-\tau)$ on the first half of the cell.

Q: Give me numbers.

A: Take $c=1$. With the atom on a grid point, $\tau=0$, the sum is $1/2+3/2+1/2=5/2$. At $\tau=1/4$ it is $1/4+5/4+3/4=9/4$. Midway between two points, $\tau=1/2$, it is $1+1=2$.

Q: Does the Lean proof follow the table?

A: Closely. `hz` discards the far points, `tsum_eq_sum` reduces the infinite sum to the set $\{-1,0,1,2\}$, and `a1` to `a4` are the four distances. The split by `le_total` at $\tau=1/2$ decides which outer point is inside the projector.

```lean
/-- For an atom in the cell `[0, 1]` and a constant orbital `c`, the sampled overlap of the
projector `hat` is `c (2 + |τ - 1/2|)`. -/
theorem gridOverlap_hat_cell (c : ℝ) {τ : ℝ} (h0 : 0 ≤ τ) (h1 : τ ≤ 1) :
    gridOverlap hat (fun _ => c) τ = c * (2 + |τ - 1 / 2|) := by
  -- only four grid points can lie inside the projector
  have hz : ∀ j ∉ ({-1, 0, 1, 2} : Finset ℤ), hat ((j : ℝ) - τ) * c = 0 := by
    intro j hj
    simp only [Finset.mem_insert, Finset.mem_singleton, not_or] at hj
    have hj' : j ≤ -2 ∨ 3 ≤ j := by omega
    have hfar : 3 / 2 ≤ |(j : ℝ) - τ| := by
      rcases hj' with h | h
      · have h' : (j : ℝ) ≤ -2 := by exact_mod_cast h
        exact le_abs.2 (Or.inr (by linarith))
      · have h' : (3 : ℝ) ≤ j := by exact_mod_cast h
        exact le_abs.2 (Or.inl (by linarith))
    rw [hat_eq_zero hfar, zero_mul]
  have hs : gridOverlap hat (fun _ => c) τ
      = ∑ j ∈ ({-1, 0, 1, 2} : Finset ℤ), hat ((j : ℝ) - τ) * c := tsum_eq_sum hz
  rw [hs, Finset.sum_insert (by decide), Finset.sum_insert (by decide),
    Finset.sum_insert (by decide), Finset.sum_singleton]
  push_cast
  have a1 : |(-1 : ℝ) - τ| = 1 + τ := by rw [abs_of_nonpos (by linarith)]; ring
  have a2 : |(0 : ℝ) - τ| = τ := by rw [abs_of_nonpos (by linarith)]; ring
  have a3 : |(1 : ℝ) - τ| = 1 - τ := abs_of_nonneg (by linarith)
  have a4 : |(2 : ℝ) - τ| = 2 - τ := abs_of_nonneg (by linarith)
  unfold hat
  rw [a1, a2, a3, a4, max_eq_right (show (0 : ℝ) ≤ 3 / 2 - τ by linarith),
    max_eq_right (show (0 : ℝ) ≤ 3 / 2 - (1 - τ) by linarith)]
  -- the outer two points exchange roles at the middle of the cell
  rcases le_total τ (1 / 2) with h | h
  · rw [max_eq_right (show (0 : ℝ) ≤ 3 / 2 - (1 + τ) by linarith),
      max_eq_left (show 3 / 2 - (2 - τ) ≤ (0 : ℝ) by linarith),
      abs_of_nonpos (show τ - 1 / 2 ≤ 0 by linarith)]
    ring
  · rw [max_eq_left (show 3 / 2 - (1 + τ) ≤ (0 : ℝ) by linarith),
      max_eq_right (show (0 : ℝ) ≤ 3 / 2 - (2 - τ) by linarith),
      abs_of_nonneg (show 0 ≤ τ - 1 / 2 by linarith)]
    ring
```

For an atom anywhere on the line, write $\tau$ as its integer part plus its fractional part and use the periodicity. The fractional part, `Int.fract τ`, takes the place of $\tau$ in the formula.

```lean
/-- For an atom anywhere on the line and a constant orbital `c`, the sampled overlap of `hat`
depends on the fractional part of the position as `c (2 + |fract τ - 1/2|)`. -/
theorem gridOverlap_hat (c τ : ℝ) :
    gridOverlap hat (fun _ => c) τ = c * (2 + |Int.fract τ - 1 / 2|) := by
  have h := gridOverlap_add_int hat c (Int.fract τ) ⌊τ⌋
  rw [Int.fract_add_floor] at h
  rw [h, gridOverlap_hat_cell c (Int.fract_nonneg τ) (Int.fract_lt_one τ).le]
```

Q: The sum varies. But perhaps the grid is simply too coarse, and the sum is wrong on average as well.

A: On average it is right, and for a constant orbital that holds for every integrable projector. Average over one cell, exchange sum and integral, and substitute $u=j-\tau$:

$$\int_0^1 S(\tau)\,d\tau=c\sum_j\int_0^1 b(j-\tau)\,d\tau=c\sum_j\int_{j-1}^{j} b(u)\,du=c\int_{-\infty}^{\infty} b(u)\,du .$$

The exchange is allowed because the same steps with $|b|$ give $\int|b|$, which is finite. The exact overlap at any position $\tau_0$ is also $c\int b$, by translating the integration variable.

Q: What if the grid sum diverges for some $\tau$?

A: For a general integrable $b$ it can, but only on a set of positions of measure zero. Lean gives a divergent sum the value 0, and such a set doesn't affect the average.

In the proof, `hS` says that the integrals over shifted unit cells add up to the integral over the line, `hN` says that the integrals of the absolute value over these cells have a finite sum, and `hT` is the exchange. The lemma for the cells is written with shifts $\tau+n$, so the proof works with $b(-(\tau+n))$, where $n=-j$; `hgrid` translates back to the original sum.

```lean
/-- For every integrable projector and a constant orbital, the sampled overlap averaged over
atom positions in one grid cell equals the exact overlap at any position `τ₀`. -/
theorem average_gridOverlap {b : ℝ → ℝ} (hb : Integrable b) (c τ₀ : ℝ) :
    ∫ τ in (0 : ℝ)..1, gridOverlap b (fun _ => c) τ = exactOverlap b (fun _ => c) τ₀ := by
  have hg : Integrable (fun x => b (-x)) := hb.comp_neg
  -- the shifted unit cells tile the line
  have hS := hg.hasSum_intervalIntegral_comp_add_int
  have hN := hg.norm.hasSum_intervalIntegral_comp_add_int.summable
  simp only [intervalIntegral.integral_of_le (zero_le_one' ℝ)] at hS hN
  -- exchange of the grid sum and the average
  have hT := hasSum_integral_of_summable_integral_norm
    (μ := volume.restrict (Set.Ioc (0 : ℝ) 1))
    (F := fun (n : ℤ) (x : ℝ) => b (-(x + n)))
    (fun n => (hg.comp_add_right (n : ℝ)).integrableOn) hN
  have hE := hT.unique hS
  have hgrid : ∀ τ : ℝ, gridOverlap b (fun _ => c) τ = (∑' n : ℤ, b (-(τ + n))) * c := by
    intro τ
    have h := (Equiv.neg ℤ).tsum_eq (fun j : ℤ => b ((j : ℝ) - τ))
    unfold gridOverlap
    rw [tsum_mul_right, ← h]
    congr 1
    refine tsum_congr fun n => ?_
    change b (((-n : ℤ) : ℝ) - τ) = b (-(τ + n))
    congr 1
    push_cast
    ring
  simp only [hgrid]
  unfold exactOverlap
  rw [intervalIntegral.integral_mul_const, integral_mul_const,
    intervalIntegral.integral_of_le (zero_le_one' ℝ), hE,
    integral_neg_eq_self b volume, integral_sub_right_eq_self b τ₀]
```

To apply this to the triangle we need it to be integrable, and it is: it is continuous and vanishes outside $[-3/2,3/2]$.

```lean
/-- The projector `hat` is integrable. -/
theorem integrable_hat : Integrable hat := by
  have hc : Continuous hat := by unfold hat; fun_prop
  refine hc.integrable_of_hasCompactSupport
    (HasCompactSupport.intro (isCompact_Icc (a := (-(3 / 2) : ℝ)) (b := 3 / 2)) ?_)
  intro x hx
  apply hat_eq_zero
  by_contra h
  have h' := abs_lt.1 (not_le.1 h)
  exact hx ⟨h'.1.le, h'.2.le⟩
```

Q: So what is the exact value?

A: The triangle has base 3 and height $3/2$, hence area $9/4$, and $I(\tau)=9c/4$ for every $\tau$. The formal proof reaches the number from the other side. It integrates the sampled overlap over the two halves of the cell,

$$\int_0^{1/2}\left(\tfrac52-\tau\right)d\tau=\tfrac54-\tfrac18=\tfrac98,\qquad \int_{1/2}^{1}\left(\tfrac32+\tau\right)d\tau=\tfrac34+\tfrac38=\tfrac98,$$

adds them to get $9/4$, and uses the averaging theorem to identify $9c/4$ with the exact overlap. The two halves are `l` and `r` in the code. The theorem has three parts: the linear formula on $[0,1/2]$, the cell average, and the exact overlap at every position.

```lean
/-- For a constant orbital `c`, the sampled overlap of `hat` is `c (5/2 - τ)` for `τ` in
`[0, 1/2]`, while its average over `[0, 1]` and the exact overlap at every position
are both `9c/4`. -/
theorem sampling_counterexample (c : ℝ) :
    (∀ τ ∈ Set.Icc (0 : ℝ) (1 / 2), gridOverlap hat (fun _ => c) τ = c * (5 / 2 - τ)) ∧
    (∫ τ in (0 : ℝ)..1, gridOverlap hat (fun _ => c) τ = c * (9 / 4)) ∧
    (∀ τ, exactOverlap hat (fun _ => c) τ = c * (9 / 4)) := by
  have havg : ∫ τ in (0 : ℝ)..1, gridOverlap hat (fun _ => c) τ = c * (9 / 4) := by
    have e : ∫ τ in (0 : ℝ)..1, gridOverlap hat (fun _ => c) τ
        = ∫ τ in (0 : ℝ)..1, c * (2 + |τ - 1 / 2|) := by
      refine intervalIntegral.integral_congr fun τ hτ => ?_
      rw [Set.uIcc_of_le (zero_le_one' ℝ)] at hτ
      exact gridOverlap_hat_cell c hτ.1 hτ.2
    have hc : Continuous fun τ : ℝ => 2 + |τ - 1 / 2| := by fun_prop
    -- split the cell at its middle, where the slope changes sign
    have l : ∫ τ in (0 : ℝ)..(1 / 2), (2 + |τ - 1 / 2|) = 9 / 8 := by
      have e1 : ∫ τ in (0 : ℝ)..(1 / 2), (2 + |τ - 1 / 2|)
          = ∫ τ in (0 : ℝ)..(1 / 2), (5 / 2 - τ) := by
        refine intervalIntegral.integral_congr fun τ hτ => ?_
        rw [Set.uIcc_of_le (by norm_num)] at hτ
        rw [abs_of_nonpos (by linarith [hτ.2])]
        ring
      rw [e1, intervalIntegral.integral_sub (Continuous.intervalIntegrable (by fun_prop) _ _)
        (Continuous.intervalIntegrable (by fun_prop) _ _), intervalIntegral.integral_const,
        integral_id, smul_eq_mul]
      norm_num
    have r : ∫ τ in (1 / 2 : ℝ)..1, (2 + |τ - 1 / 2|) = 9 / 8 := by
      have e1 : ∫ τ in (1 / 2 : ℝ)..1, (2 + |τ - 1 / 2|)
          = ∫ τ in (1 / 2 : ℝ)..1, (3 / 2 + τ) := by
        refine intervalIntegral.integral_congr fun τ hτ => ?_
        rw [Set.uIcc_of_le (by norm_num)] at hτ
        rw [abs_of_nonneg (by linarith [hτ.1])]
        ring
      rw [e1, intervalIntegral.integral_add (Continuous.intervalIntegrable (by fun_prop) _ _)
        (Continuous.intervalIntegrable (by fun_prop) _ _), intervalIntegral.integral_const,
        integral_id, smul_eq_mul]
      norm_num
    rw [e, intervalIntegral.integral_const_mul,
      ← intervalIntegral.integral_add_adjacent_intervals
        (hc.intervalIntegrable 0 (1 / 2)) (hc.intervalIntegrable (1 / 2) 1), l, r]
    norm_num
  refine ⟨fun τ hτ => ?_, havg, fun τ => ?_⟩
  · rw [gridOverlap_hat_cell c hτ.1 (by linarith [hτ.2]),
      abs_of_nonpos (by linarith [hτ.2])]
    ring
  · rw [← average_gridOverlap integrable_hat c τ, havg]
```

Q: Is the sampled value ever right at a single position?

A: At two positions per cell. Let $f$ be the fractional part of $\tau$. For $c\neq0$, equality requires $2+|f-1/2|=9/4$, so $|f-1/2|=1/4$, and $f$ is $1/4$ or $3/4$. For $c=0$ both overlaps vanish everywhere, which is why the theorem assumes `c ≠ 0`. The proof cancels $c$ with `mul_right_inj'` and treats the two signs of the absolute value separately.

```lean
/-- For a nonzero constant orbital, sampling `hat` on the grid gives the exact overlap only
when the fractional part of the atom position is `1/4` or `3/4`, and there it does. -/
theorem sampling_exact_iff {c : ℝ} (hc : c ≠ 0) (τ : ℝ) :
    gridOverlap hat (fun _ => c) τ = exactOverlap hat (fun _ => c) τ ↔
      Int.fract τ = 1 / 4 ∨ Int.fract τ = 3 / 4 := by
  rw [gridOverlap_hat, (sampling_counterexample c).2.2 τ, mul_right_inj' hc]
  constructor
  · intro h
    rcases abs_cases (Int.fract τ - 1 / 2) with ⟨h1, _⟩ | ⟨h1, _⟩
    · right; linarith
    · left; linarith
  · intro h
    rcases h with h | h <;>
      rcases abs_cases (Int.fract τ - 1 / 2) with ⟨h1, h2⟩ | ⟨h1, h2⟩ <;> linarith

end

end ProjectorSampling
```

```lean
#print axioms ProjectorSampling.average_gridOverlap
#print axioms ProjectorSampling.sampling_exact_iff
```

```
'ProjectorSampling.average_gridOverlap' depends on axioms: [propext, Classical.choice, Quot.sound]
'ProjectorSampling.sampling_exact_iff' depends on axioms: [propext, Classical.choice, Quot.sound]
```

Q: What happens if the projector is narrower than the grid?

A: Then sampling can miss it altogether. Take $\max(0,R-|x|)$ with $0<R\le1/2$ and $c=1$. An atom on a grid point gives the sum $R$, an atom midway between two points gives 0, and the exact overlap is $R^2$ in both cases. This limit is a side calculation by hand; the file keeps the half-width at $3/2$.

Q: Then how much of this may I carry over to a real calculation?

A: The mechanism, in a one-dimensional model with a constant orbital and an unfiltered triangular projector: a nonlocal energy proportional to the square of the sampled overlap would change as the atom moves relative to the grid, although the exact energy would not. The size of the effect doesn't carry over. It depends on the projector's shape and on the grid spacing, and the model has no three-dimensional grid, no angular part and no orbital that varies in space. Nor do the theorems say that every compact projector fails; they give one that does. What they rule out is the general claim that compact support alone makes grid sampling exact.
